# A spin spiral in the xy-plane flips the z-component of an electron's spin with a phase exp(∓iqx)

The model is a single electron on the infinite integer chain, with two spin components in the basis where σ_z is diagonal. The Hamiltonian is a hopping term between neighbouring sites with coefficient −t, plus a coupling −D(cos(qx) σ_x + sin(qx) σ_y) to a spin spiral in the xy-plane, where `t`, `D` and the wavenumber `q` are real. The theorem `hamiltonian_apply` writes out the two components of `hamiltonian t D q ψ x`: each has a hopping term in its own spin component and a coupling term in the other, with phase exp(−iqx) in the first component and exp(iqx) in the second. It holds for every function `ψ : ℤ → Fin 2 → ℂ`, with no normalisation or summability assumed. The proof first shows, as `hB`, that the spiral's matrix is off-diagonal with these phases as entries, then compares the two sides component by component with `simp`.

The first attempt, which Lean rejects:

```lean
import Mathlib

open Matrix

namespace SpinSpiralBloch

noncomputable section

/-- The phase factor `exp(iθ)`. -/
def phase (θ : ℝ) : ℂ := Complex.exp (θ * Complex.I)

/-- The Pauli matrix `σ_x`. -/
def pauliX : Matrix (Fin 2) (Fin 2) ℂ := !![0, 1; 1, 0]

/-- The Pauli matrix `σ_y`. -/
def pauliY : Matrix (Fin 2) (Fin 2) ℂ := !![0, -Complex.I; Complex.I, 0]

/-- The planar spiral `cos(qx) σ_x + sin(qx) σ_y` at site `x`. -/
def spiralField (q : ℝ) (x : ℤ) : Matrix (Fin 2) (Fin 2) ℂ :=
  (Real.cos (q * x) : ℂ) • pauliX + (Real.sin (q * x) : ℂ) • pauliY

/-- The Hamiltonian of an electron hopping with amplitude `t` on the integer chain and
coupled with strength `D` to a spin spiral of wavenumber `q`. -/
def hamiltonian (t D q : ℝ) (ψ : ℤ → Fin 2 → ℂ) : ℤ → Fin 2 → ℂ := fun x =>
  -(t : ℂ) • (ψ (x + 1) + ψ (x - 1)) - (D : ℂ) • (spiralField q x *ᵥ ψ x)

/-- Euler's formula for the phase factor. -/
theorem phase_eq (θ : ℝ) :
    phase θ = (Real.cos θ : ℂ) + (Real.sin θ : ℂ) * Complex.I := by
  rw [phase, Complex.exp_mul_I, Complex.ofReal_cos, Complex.ofReal_sin]

/-- The Hamiltonian in components: the spiral flips the spin and supplies a phase
`exp(∓iqx)`. -/
theorem hamiltonian_apply (t D q : ℝ) (ψ : ℤ → Fin 2 → ℂ) (x : ℤ) :
    hamiltonian t D q ψ x =
      ![-(t : ℂ) * (ψ (x + 1) 0 + ψ (x - 1) 0) - D * (phase (-(q * x)) * ψ x 1),
        -(t : ℂ) * (ψ (x + 1) 1 + ψ (x - 1) 1) - D * (phase (q * x) * ψ x 0)] := by
  have hB : spiralField q x = !![0, phase (-(q * x)); phase (q * x), 0] := by
    rw [phase_eq (-(q * x)), phase_eq (q * x), Real.cos_neg, Real.sin_neg]
    ext i j
    fin_cases i <;> fin_cases j <;> simp [spiralField, pauliX, pauliY] <;> ring
  ext i
  fin_cases i <;>
    simp [hamiltonian, hB, Matrix.mulVec, dotProduct, Fin.sum_univ_two]

end

end SpinSpiralBloch
```

Lean reports:

```
Main.lean:37:81: error: unsolved goals
case «0»
t D q : ℝ
ψ : ℤ → Fin 2 → ℂ
x : ℤ
hB : spiralField q x = !![0, phase (-(q * ↑x)); phase (q * ↑x), 0]
⊢ -(↑t * ψ (x + 1) 0) + -(↑t * ψ (x - 1) 0) = -(↑t * (ψ (x + 1) 0 + ψ (x - 1) 0))

case «1»
t D q : ℝ
ψ : ℤ → Fin 2 → ℂ
x : ℤ
hB : spiralField q x = !![0, phase (-(q * ↑x)); phase (q * ↑x), 0]
⊢ -(↑t * ψ (x + 1) 1) + -(↑t * ψ (x - 1) 1) = -(↑t * (ψ (x + 1) 1 + ψ (x - 1) 1))
Main.lean:44:27: warning: This simp argument is unused:
  Matrix.mulVec

Hint: Omit it from the simp argument list.
  [apply] simp [hamiltonian, hB, dotProduct, Fin.sum_univ_two]

Note: This linter can be disabled with `set_option linter.unusedSimpArgs false`
```

Diagnosis. The error says that the final `simp` leaves one goal open for each spin component. The coupling terms are gone from both goals, and what remains is distributivity: the left side has `t` multiplied into each neighbour's amplitude, the right side has `t` times their sum. The difference comes from how the two sides are written. The Hamiltonian uses the scalar action `•`, which `simp` distributes over a sum, while the statement uses ordinary multiplication `*`, which `simp` does not distribute by default. Adding `<;> ring` after this `simp` closes both goals, since they are identities in a commutative ring.

The other two changes are tidying. The warning reports that `Matrix.mulVec` is unused in the `simp` call, so it is dropped. In the proof of `hB`, `simp` already closes every matrix entry, so the `<;> ring` there had no goals to act on and is removed.

As a diff, the version that Lean accepts:

```diff
@@ -39,8 +39,8 @@
     rw [phase_eq (-(q * x)), phase_eq (q * x), Real.cos_neg, Real.sin_neg]
     ext i j
-    fin_cases i <;> fin_cases j <;> simp [spiralField, pauliX, pauliY] <;> ring
+    fin_cases i <;> fin_cases j <;> simp [spiralField, pauliX, pauliY]
   ext i
   fin_cases i <;>
-    simp [hamiltonian, hB, Matrix.mulVec, dotProduct, Fin.sum_univ_two]
+    simp [hamiltonian, hB, dotProduct, Fin.sum_univ_two] <;> ring
 
 end
```
